# The projection of one orbital bounds the overlap of two Slater determinants of orthonormal orbitals

Two self-consistent-field solutions for the same molecule, say a ground state and a state with one electron promoted, may share most of their occupied space and differ in one direction. The question is how large the overlap of the two Slater determinants can be when a single orbital of one is poorly represented among the occupied orbitals of the other. For orthonormal orbitals in a common finite orthonormal basis, the overlap is no larger than the length of the represented part of that one orbital, however well the others match.

Let the columns of the complex $m\times n$ matrices $A$ and $B$ hold the coefficients of $n$ occupied orbitals in $m$ basis functions, let $\dagger$ denote the conjugate transpose, and put $P=AA^\dagger$. If $A^\dagger A=B^\dagger B=1$, and $b=Bc$ for some coefficient vector $c$, and $\|b\|=1$, then

$$|\det(A^\dagger B)|\le\|Pb\|,\qquad |\det(A^\dagger B)|^2\le 1-\|(1-P)b\|^2 .$$

For single-determinant states, this lets one orbital with a large component outside the occupied space of $A$ certify a small many-electron overlap. The counterexamples and side remarks below are ordinary arithmetic set beside the theorems and were not compiled.

## An orthonormal basis and equal orbital counts

```lean
import Mathlib

open Matrix ComplexConjugate

namespace CorrespondingOrbitalBound

noncomputable section

variable {m n : Type*} [Fintype m] [Fintype n] [DecidableEq m] [DecidableEq n]
```

In Lean `m` and `n` are finite index types, for basis functions and for occupied orbitals. An orbital is a vector `m → ℂ` with squared norm $\sum_i|v_i|^2$. The definition is written out because Mathlib's default norm on such functions is the largest modulus of a component; in the definitions, statements and proofs below the bars `‖ ‖` are applied only to complex numbers, while in docstrings `‖v‖` for a vector means `orbNorm v`.

```lean
/-- Squared norm of an orbital given by its coefficients in an orthonormal basis. -/
def nsq (v : m → ℂ) : ℝ := ∑ i, ‖v i‖ ^ 2

/-- Norm of an orbital given by its coefficients in an orthonormal basis. -/
def orbNorm (v : m → ℂ) : ℝ := Real.sqrt (nsq v)
```

This formula is the physical norm only if the basis is orthonormal, so coefficients in overlapping atomic orbitals have to be transformed to an orthonormal basis first, for example from $C$ to $S^{1/2}C$, where $C$ is the coefficient matrix and $S$ the overlap matrix of the atomic orbitals. The basis functions may be spin orbitals, or spatial orbitals of one spin. In the second case $A$ and $B$ describe only the electrons of that spin, and $\det(A^\dagger B)$ is one factor of the full overlap; the factor from the other spin has modulus at most one, so the upper bounds hold for the full overlap too.

```lean
/-- Density matrix `P = A Aᴴ` of the orbitals stored in the columns of `A`. -/
def density (A : Matrix m n ℂ) : Matrix m m ℂ := A * Aᴴ

/-- Overlap `det (Aᴴ B)` of the Slater determinants built from the columns of `A` and `B`. -/
def overlap (A B : Matrix m n ℂ) : ℂ := (Aᴴ * B).det

/-- The orbital `b` is a linear combination of the columns of `B`. -/
def InSpan (B : Matrix m n ℂ) (b : m → ℂ) : Prop := ∃ c, B *ᵥ c = b
```

Both matrices share the index type `n`, so the states have the same number of electrons and $A^\dagger B$ is square. That $\det(A^\dagger B)$ is the overlap of the two Slater determinants is adopted as the definition of `overlap`; no antisymmetric many-electron wavefunction is constructed.

## Orthonormal orbitals in $B$ preserve lengths

The condition $B^\dagger B=1$, called `hB`, says that the orbitals of the second state are normalised and mutually orthogonal. For any matrix $N$ and vector $v$,

$$\|Nv\|^2=(Nv)^\dagger(Nv)=v^\dagger(N^\dagger N)v ,$$

so $N^\dagger N=1$ gives $\|Nv\|^2=\|v\|^2$. For $N=B$ this means $\|Bc\|=\|c\|$: statements about an orbital $b=Bc$ become statements about its $n$ coefficients. The three lemmas follow this line, with `star v ⬝ᵥ v` for $v^\dagger v$ and `*ᵥ` for a matrix acting on a vector. The "expectation value" in the second docstring is $v^\dagger(N^\dagger N)v$ without division by $\|v\|^2$, so it is the usual one when $v$ is normalised. Real identities are proved after casting to $\mathbb C$, which is the role of `Complex.ofReal_injective`.

```lean
omit [DecidableEq m] in
/-- The squared norm of an orbital is its overlap with itself. -/
theorem nsq_eq (v : m → ℂ) : (nsq v : ℂ) = star v ⬝ᵥ v := by
  unfold nsq dotProduct
  push_cast
  refine Finset.sum_congr rfl fun i _ => ?_
  rw [Pi.star_apply, Complex.star_def, Complex.conj_mul']

omit [DecidableEq m] [DecidableEq n] in
/-- The squared norm of `N v` is the expectation value of `Nᴴ N` in `v`. -/
theorem nsq_mulVec (N : Matrix m n ℂ) (v : n → ℂ) :
    (nsq (N *ᵥ v) : ℂ) = star v ⬝ᵥ ((Nᴴ * N) *ᵥ v) := by
  rw [nsq_eq, star_mulVec, ← dotProduct_mulVec, mulVec_mulVec]

omit [DecidableEq m] in
/-- A combination of orthonormal orbitals has the squared norm of its coefficient vector. -/
theorem nsq_isometry {A : Matrix m n ℂ} (hA : Aᴴ * A = 1) (v : n → ℂ) :
    nsq (A *ᵥ v) = nsq v := by
  apply Complex.ofReal_injective
  rw [nsq_mulVec, hA, one_mulVec, nsq_eq]
```

The term `nsq_isometry hB` appears twice in `overlap_sq_mul_le` below. Without `hB` the determinant scales with the columns of $B$ while their span stays the same: with one basis function and one orbital, $A=(1)$, $B=(2)$, $b=(1)$ give an overlap of $2$ against $\|Pb\|=1$.

## Orthonormal orbitals in $A$ make $P$ a projector

The condition $A^\dagger A=1$, called `hA`, makes $P$ the one-particle density matrix of a single determinant, with occupations zero and one. It gives $P^2=A(A^\dagger A)A^\dagger=P$, while $P^\dagger=P$ holds for every $A$. Hence $P^\dagger P=P$ and $(1-P)^\dagger(1-P)=1-2P+P^2=1-P$, and for any orbital $w$

$$\|Pw\|^2+\|(1-P)w\|^2=w^\dagger Pw+w^\dagger(1-P)w=\|w\|^2 .$$

In the proof these three matrix identities are `hH`, `hPP` and `h2`, and `hA` enters only in `hPP`.

```lean
/-- For orthonormal columns of `A`, the squared norm of `w` splits into the squared norms
of `P w` and `(1 - P) w`. -/
theorem nsq_split {A : Matrix m n ℂ} (hA : Aᴴ * A = 1) (w : m → ℂ) :
    nsq w = nsq (density A *ᵥ w) + nsq ((1 - density A) *ᵥ w) := by
  have hH : (density A)ᴴ = density A := by simp [density, conjTranspose_mul]
  have hPP : density A * density A = density A := by
    unfold density
    rw [Matrix.mul_assoc, ← Matrix.mul_assoc Aᴴ, hA, Matrix.one_mul]
  have h2 : (1 - density A)ᴴ * (1 - density A) = 1 - density A := by
    rw [conjTranspose_sub, conjTranspose_one, hH, sub_mul, mul_sub, mul_sub, hPP]
    simp
  apply Complex.ofReal_injective
  push_cast
  rw [nsq_mulVec, nsq_mulVec, hH, hPP, h2, nsq_eq, sub_mulVec, one_mulVec, dotProduct_sub]
  ring
```

A second use comes later: $\|A u\|=\|u\|$ for $u=A^\dagger w$ gives $\|Pw\|=\|A^\dagger w\|$. Without `hA` the bound can fail. A positive factor multiplying $A$ scales the overlap by its $n$-th power and $P$ by its square, so the two sides scale differently unless $n=2$. For $n=2$, rescaling a single column breaks the bound: $A=\mathrm{diag}(1/2,1)$, $B=1$, $b=(1,0)$ give $1/2$ against $1/4$. In one dimension $A=(1/2)$, $B=(1)$, $b=(1)$ give an overlap of $1/2$ against $\|Pb\|=1/4$.

## The overlap matrix never lengthens a vector

The central estimate concerns a square matrix $M$, later $M=A^\dagger B$. Its first step assumes nothing about $M$. The matrix $M^\dagger M$ is Hermitian, so $M^\dagger M=U\Lambda U^\dagger$ with $U$ unitary and $\Lambda=\mathrm{diag}(\lambda_i)$ real, and

$$(MU)^\dagger(MU)=U^\dagger(M^\dagger M)U=\Lambda .$$

The proof takes $U$ and the $\lambda_i$ (`lam`) from `spectral_theorem` and cancels $U^\dagger U$ twice in the `calc` block.

```lean
/-- For any square matrix `M` there is a unitary `U` such that the columns of `M U` are
mutually orthogonal: their Gram matrix is real diagonal. -/
theorem exists_orthogonalising_rotation (M : Matrix n n ℂ) :
    ∃ (U : Matrix n n ℂ) (lam : n → ℝ), Uᴴ * U = 1 ∧
      (M * U)ᴴ * (M * U) = diagonal fun i => (lam i : ℂ) := by
  obtain ⟨U, lam, hU, hs⟩ : ∃ (U : Matrix n n ℂ) (lam : n → ℝ), Uᴴ * U = 1 ∧
      Mᴴ * M = U * (diagonal fun i => (lam i : ℂ)) * Uᴴ := by
    have hH : (Mᴴ * M).IsHermitian := isHermitian_conjTranspose_mul_self M
    refine ⟨(hH.eigenvectorUnitary : Matrix n n ℂ), hH.eigenvalues,
      mem_unitaryGroup_iff'.1 hH.eigenvectorUnitary.2, ?_⟩
    exact hH.spectral_theorem
  refine ⟨U, lam, hU, ?_⟩
  rw [conjTranspose_mul]
  calc Uᴴ * Mᴴ * (M * U) = Uᴴ * (Mᴴ * M) * U := by simp only [Matrix.mul_assoc]
    _ = (Uᴴ * U) * (diagonal fun i => (lam i : ℂ)) * (Uᴴ * U) := by
      rw [hs]; simp only [Matrix.mul_assoc]
    _ = diagonal fun i => (lam i : ℂ) := by rw [hU]; simp
```

For $M=A^\dagger B$ the columns of $BU$ are the corresponding orbitals on the side of $B$. The usual construction also rotates $A$ so that the overlap matrix itself becomes diagonal; the bound needs only $U$, and the partner rotation is not built.

The second step assumes `hM`, that $\|Mv\|^2\le\|v\|^2$ for all $v$. Physically, the squared overlaps of a normalised orbital with an orthonormal set sum to at most one. The argument has four parts, with $d$ any vector and $e_i$ the $i$-th unit vector.

1. $\|MUd\|^2=d^\dagger\Lambda d=\sum_i\lambda_i|d_i|^2$. This is `hw`.
2. Taking $d=e_i$ gives $\lambda_i=\|MUe_i\|^2\ge0$, and `hM` gives $\lambda_i\le\|Ue_i\|^2=1$. This is `hlam`, the only place where `hM` is used.
3. Determinants of $(MU)^\dagger(MU)=\Lambda$ and $U^\dagger U=1$ give $|\det M|^2|\det U|^2=\prod_i\lambda_i$ and $|\det U|^2=1$, so $|\det M|^2=\prod_i\lambda_i$. In `hdet` the `linear_combination` line eliminates $\det U$.
4. A product of numbers in $[0,1]$ lies in $[0,1]$, so $\prod_j\lambda_j=\lambda_i\prod_{j\ne i}\lambda_j\le\lambda_i$. This is `hp`.

Any $c$ equals $Ud$ with $d=U^\dagger c$ and $\|c\|=\|d\|$, so

$$|\det M|^2\|c\|^2=\sum_i\Big(\prod_j\lambda_j\Big)|d_i|^2\le\sum_i\lambda_i|d_i|^2=\|Mc\|^2 ,$$

and the final `Finset.sum_le_sum` is this term-by-term comparison.

```lean
/-- If the square matrix `M` never increases a norm, then `|det M|² ‖c‖² ≤ ‖M c‖²` for
every vector `c`. -/
theorem det_sq_mul_le_of_contraction (M : Matrix n n ℂ)
    (hM : ∀ v, nsq (M *ᵥ v) ≤ nsq v) (c : n → ℂ) :
    ‖M.det‖ ^ 2 * nsq c ≤ nsq (M *ᵥ c) := by
  obtain ⟨U, lam, hU, hD⟩ := exists_orthogonalising_rotation M
  have hw : ∀ d, nsq (M *ᵥ (U *ᵥ d)) = ∑ i, lam i * ‖d i‖ ^ 2 := by
    intro d
    apply Complex.ofReal_injective
    rw [mulVec_mulVec, nsq_mulVec, hD]
    unfold dotProduct
    push_cast
    refine Finset.sum_congr rfl fun i _ => ?_
    rw [mulVec_diagonal, Pi.star_apply, Complex.star_def, ← Complex.conj_mul']
    ring
  -- each weight is the squared norm of the image of a unit vector, so lies in [0, 1]
  have hlam : ∀ i, 0 ≤ lam i ∧ lam i ≤ 1 := by
    intro i
    have h : ∀ f : n → ℝ, ∑ j, f j * ‖(Pi.single i 1 : n → ℂ) j‖ ^ 2 = f i := by
      intro f
      rw [Finset.sum_eq_single i]
      · simp
      · intro j _ hj
        simp [Pi.single_eq_of_ne hj]
      · simp
    have h1 : nsq (Pi.single i 1 : n → ℂ) = 1 := by
      have := h fun _ => 1
      simp only [one_mul] at this
      exact this
    have h2 := hw (Pi.single i 1)
    rw [h] at h2
    have h3 := hM (U *ᵥ Pi.single i 1)
    rw [nsq_isometry hU, h1] at h3
    rw [← h2]
    exact ⟨Finset.sum_nonneg fun _ _ => sq_nonneg _, h3⟩
  -- the squared determinant is the product of the weights
  have hdet : ‖M.det‖ ^ 2 = ∏ i, lam i := by
    have h1 := congrArg det hD
    rw [det_mul, det_conjTranspose, det_mul, det_diagonal] at h1
    have h2 := congrArg det hU
    rw [det_mul, det_conjTranspose, det_one] at h2
    simp only [Complex.star_def, map_mul] at h1 h2
    apply Complex.ofReal_injective
    push_cast
    rw [← Complex.conj_mul']
    linear_combination h1 - (conj M.det * M.det) * h2
  -- the product is below every single weight
  have hp : ∀ i, ∏ j, lam j ≤ lam i := by
    intro i
    have hr : 0 ≤ ∏ j ∈ Finset.univ.erase i, lam j ∧ ∏ j ∈ Finset.univ.erase i, lam j ≤ 1 :=
      Finset.prod_induction lam (fun x => 0 ≤ x ∧ x ≤ 1)
        (fun a b ha hb => ⟨mul_nonneg ha.1 hb.1,
          by nlinarith [ha.2, mul_nonneg ha.1 (sub_nonneg.2 hb.2)]⟩)
        ⟨zero_le_one, le_rfl⟩ (fun j _ => hlam j)
    rw [← Finset.mul_prod_erase Finset.univ lam (Finset.mem_univ i)]
    nlinarith [mul_nonneg (hlam i).1 (sub_nonneg.2 hr.2)]
  have hU' : U * Uᴴ = 1 := mul_eq_one_comm.1 hU
  obtain ⟨d, rfl⟩ : ∃ d, c = U *ᵥ d := ⟨Uᴴ *ᵥ c, by rw [mulVec_mulVec, hU', one_mulVec]⟩
  rw [hw, nsq_isometry hU, hdet, nsq, Finset.mul_sum]
  exact Finset.sum_le_sum fun i _ => mul_le_mul_of_nonneg_right (hp i) (sq_nonneg _)
```

Without `hM` a large factor elsewhere in the product can outweigh a small one: $M=\mathrm{diag}(2,1)$ and $c=(0,1)$ would require $4\le1$. For a $1\times1$ matrix the two sides are equal whatever $M$ is, so the assumption matters from two orbitals onward.

## The test orbital lies in the occupied space of $B$

The condition `InSpan B b` says $b=Bc$. Thus $b$ may be a column of $B$, a localised combination of them, or any other mixture. It is what ties $b$ to $M=A^\dagger B$: for every $v$,

$$\|PBv\|^2=\|A(A^\dagger Bv)\|^2=\|Mv\|^2 ,$$

which is `hP` and uses `hA`. The splitting of $w=Bv$ then gives $\|Mv\|^2=\|PBv\|^2\le\|Bv\|^2=\|v\|^2$, so `hM` is derived from the two orthonormality conditions; in the proof it is the closing `linarith` on `h1` and `h2`. The estimate for $M$, with $\|c\|=\|b\|$ and $\|Mc\|=\|Pb\|$, reads

$$|\det(A^\dagger B)|^2\,\|b\|^2\le\|Pb\|^2 .$$

The opening `obtain ⟨c, rfl⟩ := hb` replaces $b$ by $Bc$ throughout.

```lean
/-- For orthonormal orbital sets `A`, `B` and any `b` in the span of `B`,
`|det (Aᴴ B)|² ‖b‖² ≤ ‖P b‖²`. -/
theorem overlap_sq_mul_le {A B : Matrix m n ℂ} (hA : Aᴴ * A = 1) (hB : Bᴴ * B = 1)
    {b : m → ℂ} (hb : InSpan B b) :
    ‖overlap A B‖ ^ 2 * nsq b ≤ nsq (density A *ᵥ b) := by
  obtain ⟨c, rfl⟩ := hb
  have hP : ∀ v, nsq (density A *ᵥ (B *ᵥ v)) = nsq ((Aᴴ * B) *ᵥ v) := by
    intro v
    rw [density, ← mulVec_mulVec, nsq_isometry hA, mulVec_mulVec]
  rw [hP, nsq_isometry hB]
  refine det_sq_mul_le_of_contraction _ (fun v => ?_) c
  -- projecting onto the span of A does not increase the norm
  have h1 := nsq_split hA (B *ᵥ v)
  have h2 : 0 ≤ nsq ((1 - density A) *ᵥ (B *ᵥ v)) := Finset.sum_nonneg fun _ _ => sq_nonneg _
  rw [nsq_isometry hB, hP] at h1
  linarith
```

For an orbital outside the span of $B$ the bound can fail. With $A=B=(1,0)^T$ and $b=(0,1)^T$ the two states coincide, the overlap is $1$, and $Pb=0$.

## The test orbital is normalised

With `orbNorm b = 1` the number $\|Pb\|^2$ is the probability that an electron in $b$ is found in the occupied space of $A$, and $\|(1-P)b\|^2$ is the missing weight. Setting $\|b\|^2=1$ in the last inequality and taking square roots gives the first bound; the splitting $1=\|Pb\|^2+\|(1-P)b\|^2$ gives the second. The proof does the same with `hn`, `Real.abs_le_sqrt` and `hs`.

```lean
/-- For orthonormal orbital sets `A`, `B`, every normalised orbital `b` in the span of `B`
bounds the determinant overlap: `|det (Aᴴ B)| ≤ ‖P b‖` and
`|det (Aᴴ B)|² ≤ 1 - ‖(1 - P) b‖²`. -/
theorem overlap_le_norm_projection {A B : Matrix m n ℂ} (hA : Aᴴ * A = 1) (hB : Bᴴ * B = 1)
    {b : m → ℂ} (hb : InSpan B b) (h1 : orbNorm b = 1) :
    ‖overlap A B‖ ≤ orbNorm (density A *ᵥ b) ∧
      ‖overlap A B‖ ^ 2 ≤ 1 - nsq ((1 - density A) *ᵥ b) := by
  have hn : nsq b = 1 := Real.sqrt_eq_one.1 h1
  have h := overlap_sq_mul_le hA hB hb
  have hs := nsq_split hA b
  rw [hn, mul_one] at h
  exact ⟨(le_abs_self _).trans (Real.abs_le_sqrt h), by linarith⟩
```

Without normalisation the correct form is the homogeneous one, `overlap_sq_mul_le`. The first bound can fail for short vectors: $A=B$ and $\|b\|=1/2$ give $1$ against $1/2$. At the extreme sizes, one orbital gives equality, a full basis ($n=m$) has $P=1$ and a unitary $A^\dagger B$, so that both sides equal one, and an empty orbital set has no normalised $b$. The theorem is an upper bound only. By part 1 above the smallest value of $\|Pb\|^2$ is the smallest $\lambda_i$, which exceeds $\prod_j\lambda_j$ when the overlap is nonzero and another $\lambda_j$ is below one.

## A nonzero orbital annihilated by $P$

In the extreme case the bound has a converse: the overlap vanishes exactly when some $b\neq0$ in the span of $B$ has $Pb=0$, that is, when the second state occupies an orbital orthogonal to all occupied orbitals of the first. If such a $b$ exists, then $|\det M|^2\|b\|^2\le0$ with $\|b\|^2>0$ (`hpos`), so $\det M=0$. If $\det M=0$, there is $v\ne0$ with $Mv=0$ (`exists_mulVec_eq_zero_iff`); then $b=Bv$ has $Pb=AMv=0$, and $b\neq0$ because $B^\dagger b=v$.

```lean
/-- For orthonormal orbital sets `A`, `B`, the determinant overlap vanishes exactly when
some nonzero orbital in the span of `B` is annihilated by `P`. -/
theorem overlap_eq_zero_iff {A B : Matrix m n ℂ} (hA : Aᴴ * A = 1) (hB : Bᴴ * B = 1) :
    overlap A B = 0 ↔ ∃ b, InSpan B b ∧ b ≠ 0 ∧ density A *ᵥ b = 0 := by
  constructor
  · intro h
    obtain ⟨v, hv, hMv⟩ := exists_mulVec_eq_zero_iff.2 h
    refine ⟨B *ᵥ v, ⟨v, rfl⟩, fun h0 => hv ?_, ?_⟩
    · have h2 : Bᴴ *ᵥ (B *ᵥ v) = 0 := by rw [h0, mulVec_zero]
      rwa [mulVec_mulVec, hB, one_mulVec] at h2
    · rw [density, mulVec_mulVec, Matrix.mul_assoc, ← mulVec_mulVec, hMv, mulVec_zero]
  · rintro ⟨b, hb, hne, h0⟩
    have h := overlap_sq_mul_le hA hB hb
    have hz : nsq (0 : m → ℂ) = 0 := by simp [nsq]
    rw [h0, hz] at h
    obtain ⟨i, hi⟩ := Function.ne_iff.1 hne
    have hpos : 0 < nsq b := Finset.sum_pos' (fun j _ => sq_nonneg _)
      ⟨i, Finset.mem_univ _, pow_pos (norm_pos_iff.2 hi) 2⟩
    by_contra ho
    have := mul_pos (pow_pos (norm_pos_iff.2 ho) 2) hpos
    linarith
```

The clause `b ≠ 0` replaces normalisation; without it $b=0$ would always qualify. The step $B^\dagger b=v$ uses `hB`, and $B=0$ with at least one column shows the failure: zero overlap and no nonzero $b$. The proof uses `hA` only through `overlap_sq_mul_le`.

## Two electrons in three basis functions

Number basis functions $0,1,2$ and orbitals $0,1$, as Lean does, and take

$$A=\begin{pmatrix}1&0\\0&1\\0&0\end{pmatrix},\qquad B=\begin{pmatrix}1&0\\0&3/5\\0&4/5\end{pmatrix}.$$

Both have orthonormal columns, since $(3/5)^2+(4/5)^2=1$. Then $M=\mathrm{diag}(1,3/5)$, the overlap is $3/5$, and $P=\mathrm{diag}(1,1,0)$. The matrix $M^\dagger M$ is already diagonal, so $U=1$ serves, with $\lambda_0=1$ and $\lambda_1=9/25$. For $b=Bc$ with components $c_0,c_1$ this gives $\|Pb\|^2=|c_0|^2+\tfrac{9}{25}|c_1|^2$.

For $c=(1,0)$ the orbital is shared by both states and the bound is $3/5\le1$. For $c=(1,1)/\sqrt2$ one finds $\|Pb\|^2=17/25$ and the bound $3/5\le\sqrt{17}/5\approx0.82$. For $c=(0,1)$ the orbital is $b=(0,3/5,4/5)$, with $Pb=(0,3/5,0)$ and missing weight $16/25$, so $\|Pb\|=3/5$ and $1-16/25=(3/5)^2$. The last theorem states, for this $b$, the four conditions of the main bound together with the value $3/5$ for both $|\det(A^\dagger B)|$ and $\|Pb\|$. Its proof evaluates $M$, $P$ and $\|Pb\|^2$ entry by entry, as `hM`, `hP` and `hPb`, and supplies `![0, 1]` as $c$.

```lean
/-- Two orthonormal pairs of orbitals in three dimensions and a normalised orbital `b` in
the span of `B` for which `|det (Aᴴ B)|` and `‖P b‖` both equal `3/5`. -/
theorem overlap_bound_witness (A B : Matrix (Fin 3) (Fin 2) ℂ) (b : Fin 3 → ℂ)
    (hA : A = !![1, 0; 0, 1; 0, 0]) (hB : B = !![1, 0; 0, 3 / 5; 0, 4 / 5])
    (hb : b = ![0, 3 / 5, 4 / 5]) :
    Aᴴ * A = 1 ∧ Bᴴ * B = 1 ∧ InSpan B b ∧ orbNorm b = 1 ∧
      ‖overlap A B‖ = 3 / 5 ∧ orbNorm (density A *ᵥ b) = 3 / 5 := by
  have hM : Aᴴ * B = !![1, 0; 0, 3 / 5] := by
    ext i j
    fin_cases i <;> fin_cases j <;> simp [hA, hB, Matrix.mul_apply, Fin.sum_univ_succ]
  have hP : density A = !![1, 0, 0; 0, 1, 0; 0, 0, 0] := by
    ext i j
    fin_cases i <;> fin_cases j <;> simp [density, hA, Matrix.mul_apply, Fin.sum_univ_succ]
  have hPb : nsq (density A *ᵥ b) = (3 / 5) ^ 2 := by
    simp [hP, hb, nsq, mulVec, dotProduct, Fin.sum_univ_succ]
  refine ⟨?_, ?_, ⟨![0, 1], ?_⟩, ?_, ?_, ?_⟩
  · ext i j
    fin_cases i <;> fin_cases j <;> simp [hA, Matrix.mul_apply, Fin.sum_univ_succ]
  · ext i j
    fin_cases i <;> fin_cases j <;>
      simp [hB, Matrix.mul_apply, Fin.sum_univ_succ, map_ofNat]
    norm_num
  · ext i
    fin_cases i <;> simp [hB, hb, mulVec, dotProduct, Fin.sum_univ_succ]
  · rw [orbNorm, Real.sqrt_eq_one]
    simp [hb, nsq, Fin.sum_univ_succ]
    norm_num
  · rw [overlap, hM, det_fin_two]
    simp
  · rw [orbNorm, hPb, Real.sqrt_sq (by norm_num)]

end

end CorrespondingOrbitalBound
```

```lean
#print axioms CorrespondingOrbitalBound.overlap_le_norm_projection
#print axioms CorrespondingOrbitalBound.overlap_eq_zero_iff
```

```
'CorrespondingOrbitalBound.overlap_le_norm_projection' depends on axioms: [propext, Classical.choice, Quot.sound]
'CorrespondingOrbitalBound.overlap_eq_zero_iff' depends on axioms: [propext, Classical.choice, Quot.sound]
```
